# Up to its first zero, an amplitude decaying into one resonant mode falls faster than the second-order time-local Gaussian

Let a system share one quantum with a single resonant mode through a coupling $g>0$ that conserves the number of quanta, with the quantum in the system at $t=0$. With $\hbar=1$ and in the frame rotating at the common frequency of system and mode, the system amplitude is $a(t)=\cos(gt)$, and it satisfies the second-order memory equation

$$\dot a(t)=-g^2\int_0^t a(s)\,ds .$$

No function $k$, continuous or not, satisfies $\dot a=-k\,a$ on the whole closed interval $[0,\pi/(2g)]$. The second-order time-local equation has the solution $e^{-g^2t^2/2}$, which is strictly larger than $|a(t)|$ for $0<t\le\pi/(2g)$ and so underestimates the decay there.

Redfield-type simulations of open systems also rest on a second-order time-local equation. The example shows how such an equation can fail when the environment is one undamped mode holding at most one quantum.

## From the Schrödinger equation to the two amplitudes

Dots denote time derivatives and $\hbar=1$. In the frame rotating at the common frequency of system and mode, the system amplitude $a$ and the mode amplitude $b$ obey

$$\dot a=-ig\,b,\qquad \dot b=-ig\,a,\qquad a(0)=1,\quad b(0)=0 .$$

**The exact solution.** Differentiation confirms that $\cos(gt)$ and $-i\sin(gt)$ solve these equations. For uniqueness, let $(a,b)$ and $(a',b')$ be two solutions, the prime being only a label. Then

$$\frac{d}{dt}(aa')=-ig(ba'+ab')=\frac{d}{dt}(bb'),\qquad \frac{d}{dt}(ab')=-ig(bb'+aa')=\frac{d}{dt}(ba').$$

The initial values therefore give $aa'-bb'=1$ and $ab'-ba'=0$ at all times. The first identity, applied to the primed solution twice, gives $a'^2-b'^2=1$. Hence

$$a=a(a'^2-b'^2)=a'(aa')-b'(ab')=a'(aa'-bb')=a',$$

where $ab'=ba'$ was used, and likewise $b=b(a'^2-b'^2)=b'(aa'-bb')=b'$.

**The memory equation.** Integrating the mode equation gives $b(t)=-ig\int_0^t a(s)\,ds$. Inserting this in $\dot a=-ig\,b$ gives the memory equation, since $(-ig)^2=-g^2$. Conversely, let $c$ satisfy the memory equation with $c(0)=1$, and define $b(t)=-ig\int_0^t c(s)\,ds$. Then $\dot b=-ig\,c$, $\dot c=-ig\,b$ and $b(0)=0$, so $c(t)=\cos(gt)$ by uniqueness.

**The missing rate.** At $t=\pi/(2g)$ we have $a=0$ and $b=-i$, so $\dot a=-g$. An equation $\dot a=-k\,a$ would require $\dot a=0$ there, whatever the value of $k$. Earlier in the interval, $\dot a=-g\sin(gt)=-g\tan(gt)\,a$, and the rate $g\tan(gt)$ diverges at the endpoint.

**The Gaussian.** The second-order time-local equation replaces $a(s)$ under the memory integral by its present value:

$$\dot x=-\Big(\int_0^t g^2\,ds\Big)x=-g^2t\,x .$$

With $x(0)=1$ this gives $x(t)=e^{-g^2t^2/2}$.

**The comparison.** Let $f(y)=\cos y\;e^{y^2/2}$. Its derivative is

$$f'(y)=(y\cos y-\sin y)\,e^{y^2/2},$$

which is negative for $0<y<\pi/2$ because $y<\tan y$. Thus $f(y)<f(0)=1$ for $0<y\le\pi/2$, that is, $\cos y<e^{-y^2/2}$. Setting $y=gt$ gives the claim, since $|a(t)|=\cos(gt)$ in this range. At $t=\pi/g$ the quantum has returned and $|a|=1$, whereas the Gaussian is $e^{-\pi^2/2}<1$.

## The exchange model in Lean

```lean
import Mathlib

open Complex (I I_sq)
open Filter Set
open scoped Real Topology

noncomputable section

namespace ResonantModeDecay
```

The physical model is a structure whose fields are the two initial conditions and the two differential equations. The coupling `g` is real and the amplitudes are complex functions of real time. `HasDerivAt` states that the derivative exists and has the given value. The equations are required at every real `t`, negative times included.

The structure fixes the idealisations: exact resonance, a coupling without counter-rotating terms, one excitation, no damping and no thermal occupation of the mode.

```lean
/-- Schrödinger equation for one quantum shared by a system (amplitude `a`) and a single
resonant mode (amplitude `b`) with coupling `g`; the quantum starts in the system. -/
structure ResonantExchange (g : ℝ) (a b : ℝ → ℂ) : Prop where
  a_zero : a 0 = 1
  b_zero : b 0 = 0
  a_deriv : ∀ t, HasDerivAt a (-I * g * b t) t
  b_deriv : ∀ t, HasDerivAt b (-I * g * a t) t
```

The Gaussian is defined separately as a real function. Its link to the time-local equation is a theorem further on.

```lean
/-- The Gaussian amplitude `exp(-g²t²/2)`. -/
def timeLocalAmplitude (g t : ℝ) : ℝ := Real.exp (-(g ^ 2 * t ^ 2 / 2))
```

The next theorem shows that the model has a solution for every `g`. The chain rule supplies the derivatives, and `I_sq`, which is $i^2=-1$, settles the signs.

```lean
/-- The amplitudes `cos(gt)` and `-i sin(gt)` solve the exchange equations. -/
theorem resonantExchange_witness (g : ℝ) :
    ResonantExchange g (fun t => (Real.cos (g * t) : ℂ))
      (fun t => -I * (Real.sin (g * t) : ℂ)) := by
  have hl : ∀ t : ℝ, HasDerivAt (fun s : ℝ => g * s) g t := fun t =>
    ((hasDerivAt_id' t).const_mul g).congr_deriv (mul_one g)
  refine ⟨by simp, by simp, fun t => ?_, fun t => ?_⟩
  · refine (hl t).cos.ofReal_comp.congr_deriv ?_
    show _ = -I * (g : ℂ) * (-I * (Real.sin (g * t) : ℂ))
    rw [Complex.ofReal_mul, Complex.ofReal_neg]
    linear_combination (-(g : ℂ) * (Real.sin (g * t) : ℂ)) * I_sq
  · refine ((hl t).sin.ofReal_comp.const_mul (-I)).congr_deriv ?_
    show _ = -I * (g : ℂ) * (Real.cos (g * t) : ℂ)
    rw [Complex.ofReal_mul]
    ring
```

Uniqueness follows the two conserved combinations. Inside the proof, `hP` is the statement $pa'-qb'=1$ for any solution $(p,q)$. It is used once for $(a,b)$ and once for $(a',b')$. `hQ` is $ab'-ba'=0$. Each is obtained by showing that the derivative vanishes and comparing the values at `t` and `0`. The two `linear_combination` lines carry out the final algebra, and the explicit solution is then put in for $(a',b')$.

```lean
/-- With the initial values `a 0 = 1` and `b 0 = 0`, the exchange equations have only the solution
`a = cos(gt)`, `b = -i sin(gt)`. -/
theorem ResonantExchange.amplitudes {g : ℝ} {a b : ℝ → ℂ} (h : ResonantExchange g a b)
    (t : ℝ) : a t = (Real.cos (g * t) : ℂ) ∧ b t = -I * (Real.sin (g * t) : ℂ) := by
  have key : ∀ {a' b' : ℝ → ℂ}, ResonantExchange g a' b' → a t = a' t ∧ b t = b' t := by
    intro a' b' h'
    -- two bilinear combinations of any two solutions are conserved
    have hP : ∀ {p q : ℝ → ℂ}, ResonantExchange g p q → p t * a' t - q t * b' t = 1 := by
      intro p q hp
      have hd : ∀ s, HasDerivAt (fun s => p s * a' s - q s * b' s) 0 s := fun s =>
        (((hp.a_deriv s).fun_mul (h'.a_deriv s)).fun_sub
          ((hp.b_deriv s).fun_mul (h'.b_deriv s))).congr_deriv (by ring)
      have e := is_const_of_deriv_eq_zero (fun s => (hd s).differentiableAt)
        (fun s => (hd s).deriv) t 0
      simpa [hp.a_zero, hp.b_zero, h'.a_zero, h'.b_zero] using e
    have hQ : a t * b' t - b t * a' t = 0 := by
      have hd : ∀ s, HasDerivAt (fun s => a s * b' s - b s * a' s) 0 s := fun s =>
        (((h.a_deriv s).fun_mul (h'.b_deriv s)).fun_sub
          ((h.b_deriv s).fun_mul (h'.a_deriv s))).congr_deriv (by ring)
      have e := is_const_of_deriv_eq_zero (fun s => (hd s).differentiableAt)
        (fun s => (hd s).deriv) t 0
      simpa [h.a_zero, h.b_zero, h'.a_zero, h'.b_zero] using e
    have h1 := hP h
    have h2 := hP h'
    constructor
    · linear_combination a' t * h1 - b' t * hQ - a t * h2
    · linear_combination b' t * h1 - a' t * hQ - b t * h2
  exact key (resonantExchange_witness g)
```

## Eliminating the mode and restoring it

The memory equation is derived from the model. The step `hint` integrates the mode equation by the fundamental theorem of calculus, and the result is substituted into the equation for `a`.

```lean
/-- Eliminating the mode gives the second-order memory equation `a' = -g² ∫₀ᵗ a(s) ds`
for the exact system amplitude. -/
theorem ResonantExchange.memory_equation {g : ℝ} {a b : ℝ → ℂ}
    (h : ResonantExchange g a b) (t : ℝ) :
    HasDerivAt a (-(g : ℂ) ^ 2 * ∫ s in (0 : ℝ)..t, a s) t := by
  have ha : Continuous a := continuous_iff_continuousAt.2 fun s => (h.a_deriv s).continuousAt
  -- integrate the equation of the mode
  have hint : ∫ s in (0 : ℝ)..t, -I * (g : ℂ) * a s = b t - b 0 :=
    intervalIntegral.integral_eq_sub_of_hasDerivAt (fun s _ => h.b_deriv s)
      ((continuous_const.mul ha).intervalIntegrable 0 t)
  rw [intervalIntegral.integral_const_mul, h.b_zero, sub_zero] at hint
  refine (h.a_deriv t).congr_deriv ?_
  rw [← hint]
  linear_combination ((g : ℂ) ^ 2 * (∫ s in (0 : ℝ)..t, a s)) * I_sq
```

The converse starts from a function `c` alone, with `c 0 = 1` and the memory equation at all real times. The proof builds the mode amplitude from the memory integral, checks the four fields of `ResonantExchange`, and reads off the cosine from the uniqueness theorem.

```lean
/-- Conversely, an amplitude that starts at one and obeys the memory equation at all times
is `cos(gt)`. -/
theorem memory_equation_unique {g : ℝ} {c : ℝ → ℂ} (h0 : c 0 = 1)
    (hc : ∀ t, HasDerivAt c (-(g : ℂ) ^ 2 * ∫ s in (0 : ℝ)..t, c s) t) (t : ℝ) :
    c t = (Real.cos (g * t) : ℂ) := by
  have hcont : Continuous c := continuous_iff_continuousAt.2 fun s => (hc s).continuousAt
  -- reconstruct the amplitude of the mode from the memory integral
  have h : ResonantExchange g c (fun t => -I * (g : ℂ) * ∫ s in (0 : ℝ)..t, c s) := by
    refine ⟨h0, by simp, fun t => (hc t).congr_deriv ?_, fun t =>
      (hcont.integral_hasStrictDerivAt 0 t).hasDerivAt.const_mul (-I * (g : ℂ))⟩
    linear_combination (-(g : ℂ) ^ 2 * (∫ s in (0 : ℝ)..t, c s)) * I_sq
  exact (h.amplitudes t).1
```

## No rate through the zero of the amplitude

In the following statement `Icc 0 (π / (2 * g))` is the closed interval. The rate `k` may be complex, so a time-dependent frequency shift is allowed along with the damping, and no regularity is asked of it. The proof evaluates both amplitudes at the endpoint. Since a derivative is unique, the value from the supposed rate equation must equal the one from the Schrödinger equation. This forces $g=0$, against `hg`.

```lean
/-- For `g > 0` no rate function `k`, continuous or not, gives `a' = -k a` on the whole
closed interval `[0, π/(2g)]`. -/
theorem ResonantExchange.no_time_local_rate {g : ℝ} {a b : ℝ → ℂ}
    (h : ResonantExchange g a b) (hg : 0 < g) :
    ¬ ∃ k : ℝ → ℂ, ∀ t ∈ Icc 0 (π / (2 * g)), HasDerivAt a (-k t * a t) t := by
  rintro ⟨k, hk⟩
  have hgt : g * (π / (2 * g)) = π / 2 := by field_simp
  have ha : a (π / (2 * g)) = 0 := by
    rw [(h.amplitudes _).1, hgt, Real.cos_pi_div_two, Complex.ofReal_zero]
  have hb : b (π / (2 * g)) = -I * 1 := by
    rw [(h.amplitudes _).2, hgt, Real.sin_pi_div_two, Complex.ofReal_one]
  -- the amplitude vanishes at the endpoint, its derivative does not
  have hu := (hk _ ⟨by positivity, le_rfl⟩).unique (h.a_deriv _)
  rw [ha, hb] at hu
  have hz : (g : ℂ) = 0 := by linear_combination hu + (g : ℂ) * I_sq
  exact hg.ne' (by exact_mod_cast hz)
```

A nonzero coupling is needed here: for $g=0$ the amplitude stays at 1, and $k=0$ satisfies the rate equation at all times.

The statement could also have been modelled with the population $p=|a|^2=\cos^2(gt)$ in place of the amplitude. At the endpoint both $p$ and $\dot p$ vanish, so the pointwise contradiction disappears. The rate $2g\tan(gt)$, given any value at the endpoint, then works on the closed interval. A continuous rate $\Gamma$ would still be impossible, because it would give $p(t)=\exp(-\int_0^t\Gamma(s)\,ds)>0$. For populations, some condition on the rate, such as continuity, would thus have to be assumed; this variant is argued here only informally.

For the amplitude, the endpoint is the only obstacle in the interval. The first half of the next theorem gives the rate $g\tan(gt)$ on the half-open interval `Ico`, where the cosine is positive and division by it is legitimate. The second half says that this rate tends to $+\infty$ as `t` approaches $\pi/(2g)$ from below, which is what the filter `𝓝[<]` expresses. It follows from the known limit of the tangent at $\pi/2$ after rescaling time by `g`.

```lean
/-- For `g > 0` the exact amplitude obeys a time-local equation with rate `g tan(gt)` on
`0 ≤ t < π/(2g)`, and this rate diverges as `t` approaches `π/(2g)` from below. -/
theorem ResonantExchange.rate_diverges {g : ℝ} {a b : ℝ → ℂ}
    (h : ResonantExchange g a b) (hg : 0 < g) :
    (∀ t ∈ Ico 0 (π / (2 * g)),
      HasDerivAt a (-((g * Real.tan (g * t) : ℝ) : ℂ) * a t) t) ∧
    Tendsto (fun t => g * Real.tan (g * t)) (𝓝[<] (π / (2 * g))) atTop := by
  have hgt : g * (π / (2 * g)) = π / 2 := by field_simp
  have hlt : ∀ t, t < π / (2 * g) → g * t < π / 2 := fun t ht => by
    have := mul_lt_mul_of_pos_left ht hg
    linarith
  constructor
  · intro t ht
    have h0 : 0 ≤ g * t := mul_nonneg hg.le ht.1
    have hcos : Real.cos (g * t) ≠ 0 :=
      (Real.cos_pos_of_mem_Ioo ⟨by linarith [Real.pi_pos], hlt t ht.2⟩).ne'
    have key : (Real.tan (g * t) : ℂ) * (Real.cos (g * t) : ℂ) = (Real.sin (g * t) : ℂ) := by
      rw [← Complex.ofReal_mul, Real.tan_mul_cos hcos]
    refine (h.a_deriv t).congr_deriv ?_
    rw [(h.amplitudes t).1, (h.amplitudes t).2, Complex.ofReal_mul]
    linear_combination ((g : ℂ) * (Real.sin (g * t) : ℂ)) * I_sq + (g : ℂ) * key
  · have hc : Tendsto (fun t => g * t) (𝓝 (π / (2 * g))) (𝓝 (g * (π / (2 * g)))) :=
      Continuous.tendsto (by fun_prop) _
    rw [hgt] at hc
    have hin : Tendsto (fun t => g * t) (𝓝[<] (π / (2 * g))) (𝓝[<] (π / 2)) := by
      refine tendsto_nhdsWithin_iff.2 ⟨hc.mono_left nhdsWithin_le_nhds, ?_⟩
      filter_upwards [self_mem_nhdsWithin] with t ht
      exact hlt t ht
    exact (Real.tendsto_tan_pi_div_two.comp hin).const_mul_atTop hg
```

## The Gaussian against the cosine

The time-local equation is written with its integral $\int_0^t g^2\,ds$, so that its origin in the constant memory kernel $g^2$ remains visible. The theorem says that the Gaussian solves this equation; it makes no uniqueness claim. The proof differentiates the exponential and evaluates the integral as $g^2t$.

```lean
/-- The Gaussian amplitude solves the second-order time-local equation
`x' = -(∫₀ᵗ g² ds) x` of the resonant mode. -/
theorem timeLocalAmplitude_equation (g t : ℝ) :
    HasDerivAt (timeLocalAmplitude g)
      (-(∫ _s in (0 : ℝ)..t, g ^ 2) * timeLocalAmplitude g t) t := by
  have hsq : HasDerivAt (fun s : ℝ => s ^ 2) (2 * t) t := by simpa using hasDerivAt_pow 2 t
  refine ((hsq.const_mul (g ^ 2)).div_const 2).fun_neg.exp.congr_deriv ?_
  rw [intervalIntegral.integral_const, smul_eq_mul, timeLocalAmplitude]
  ring
```

The comparison is first proved for a dimensionless variable `x`, which stands for $gt$ and not for the solution $x(t)$ of the time-local equation. The step `hd` computes $f'$, and `anti` shows that $f$ strictly decreases on $[0,\pi/2]$, using `Real.lt_tan` for $y<\tan y$ in the interior. Comparing `x` with `0` gives $f(x)<1$, and dividing by the exponential finishes the proof.

```lean
/-- The cosine lies strictly below the Gaussian `exp(-x²/2)` for `0 < x ≤ π/2`. -/
theorem cos_lt_gaussian {x : ℝ} (hx : 0 < x) (hx' : x ≤ π / 2) :
    Real.cos x < Real.exp (-(x ^ 2 / 2)) := by
  have hd : ∀ y : ℝ, HasDerivAt (fun y => Real.cos y * Real.exp (y ^ 2 / 2))
      ((y * Real.cos y - Real.sin y) * Real.exp (y ^ 2 / 2)) y := by
    intro y
    have hsq : HasDerivAt (fun s : ℝ => s ^ 2) (2 * y) y := by simpa using hasDerivAt_pow 2 y
    exact ((Real.hasDerivAt_cos y).fun_mul (hsq.div_const 2).exp).congr_deriv (by ring)
  -- the ratio of cosine to Gaussian decreases because y < tan y
  have anti : StrictAntiOn (fun y => Real.cos y * Real.exp (y ^ 2 / 2)) (Icc 0 (π / 2)) := by
    refine strictAntiOn_of_deriv_neg (convex_Icc _ _)
      (fun y _ => (hd y).continuousAt.continuousWithinAt) (fun y hy => ?_)
    rw [interior_Icc] at hy
    have hc : 0 < Real.cos y :=
      Real.cos_pos_of_mem_Ioo ⟨by linarith [hy.1, Real.pi_pos], hy.2⟩
    have ht := Real.lt_tan hy.1 hy.2
    rw [Real.tan_eq_sin_div_cos, lt_div_iff₀ hc] at ht
    rw [(hd y).deriv]
    exact mul_neg_of_neg_of_pos (by linarith) (Real.exp_pos _)
  have h0 := anti ⟨le_rfl, by positivity⟩ ⟨hx.le, hx'⟩ hx
  have h1 : Real.cos x * Real.exp (x ^ 2 / 2) < 1 := by simpa using h0
  rw [Real.exp_neg, ← one_div, lt_div_iff₀ (Real.exp_pos _)]
  exact h1
```

The physical statement follows with $x=gt$. It is phrased with the norm `‖a t‖`, so squaring both sides compares survival probabilities as well. The condition `0 < t` is needed for strictness, since both amplitudes equal 1 at $t=0$.

```lean
/-- For `g > 0` and `0 < t ≤ π/(2g)` the second-order time-local amplitude strictly exceeds
the modulus of the exact one: the time-local theory underestimates the decay. -/
theorem ResonantExchange.time_local_underestimates_decay {g t : ℝ} {a b : ℝ → ℂ}
    (h : ResonantExchange g a b) (hg : 0 < g) (ht : 0 < t) (ht' : t ≤ π / (2 * g)) :
    ‖a t‖ < timeLocalAmplitude g t := by
  have h0 : 0 < g * t := mul_pos hg ht
  have h1 : g * t ≤ π / 2 := by
    rw [le_div_iff₀ (by positivity)] at ht'
    linarith
  have key := cos_lt_gaussian h0 h1
  rw [mul_pow] at key
  rw [(h.amplitudes t).1, Complex.norm_real, Real.norm_eq_abs, abs_of_nonneg
    (Real.cos_nonneg_of_mem_Icc ⟨by linarith [Real.pi_pos], h1⟩)]
  exact key
```

Some upper limit on the time is also needed. The last theorem gives the counter-example at $t=\pi/g$, where the exact amplitude has modulus 1 and the Gaussian is smaller. It does not locate the times at which the order changes.

```lean
/-- For `g > 0` the order is reversed at `t = π/g`: there the modulus of the exact amplitude
exceeds the second-order time-local amplitude. -/
theorem ResonantExchange.revival_missed {g : ℝ} {a b : ℝ → ℂ}
    (h : ResonantExchange g a b) (hg : 0 < g) :
    timeLocalAmplitude g (π / g) < ‖a (π / g)‖ := by
  have hgt : g * (π / g) = π := by field_simp
  have hpos : 0 < g ^ 2 * (π / g) ^ 2 / 2 := by positivity
  rw [(h.amplitudes _).1, hgt, Complex.norm_real, Real.cos_pi, norm_neg, norm_one]
  exact Real.exp_lt_one_iff.2 (by linarith)

end ResonantModeDecay
```

```lean
#print axioms ResonantModeDecay.ResonantExchange.rate_diverges
#print axioms ResonantModeDecay.timeLocalAmplitude_equation
#print axioms ResonantModeDecay.ResonantExchange.time_local_underestimates_decay
#print axioms ResonantModeDecay.ResonantExchange.revival_missed
```

```
'ResonantModeDecay.ResonantExchange.rate_diverges' depends on axioms: [propext, Classical.choice, Quot.sound]
'ResonantModeDecay.timeLocalAmplitude_equation' depends on axioms: [propext, Classical.choice, Quot.sound]
'ResonantModeDecay.ResonantExchange.time_local_underestimates_decay' depends on axioms: [propext, Classical.choice, Quot.sound]
'ResonantModeDecay.ResonantExchange.revival_missed' depends on axioms: [propext, Classical.choice, Quot.sound]
```
